# No Fixed Finite Pole Expansion Gives Correct Occupations Arbitrarily Far on Both Sides of the Chemical Potential

Whether a filter gives correct occupations is judged here at two energies, $-x$ and $x$, with the chemical potential at zero. The level at $-x$ should have occupation one and the level at $x$ occupation zero, and the larger of the two errors is the quantity to be bounded. The target is thus the zero-temperature step, and a wide spectrum is one with levels far out on both sides of the step.

The filter is a constant plus finitely many simple poles. Its poles, weights and constant are all chosen first, and $x$ grows afterwards. For a non-interacting Hamiltonian, applying such a filter means adding a multiple of the identity to a weighted sum of resolvents, and the result says that an expansion prepared once cannot stay accurate arbitrarily far out on both sides of the chemical potential. On one side alone it can: with the constant zero, for instance, the computed occupations of ever higher empty levels tend to zero.

The poles are labelled by a finite index type `ι`, which may be empty.

```lean
import Mathlib

open Filter Topology

namespace FixedPoleExpansion

noncomputable section

variable {ι : Type*} [Fintype ι]
```

## The filter and its error at two energies

For constant $c$, weights $w_l$ and poles $z_l$, all complex, the filter at a real energy $x$ is

$$r(x) = c + \sum_l \frac{w_l}{x - z_l}.$$

```lean
/-- The pole expansion `r(x) = c + ∑ w_l / (x - z_l)` of an occupation function, for real
energies `x` that are not themselves poles. -/
def poleSum (c : ℂ) (w z : ι → ℂ) (x : ℝ) : ℂ :=
  c + ∑ l, w l / ((x : ℂ) - z l)
```

In `poleSum` the energy has type `ℝ` and is cast into `ℂ` before the pole is subtracted. The poles need not be nonreal. The estimates below are made at energies farther out than every pole, where a real pole does no more harm than a complex one.

The occupation error at $\pm x$ is

$$E(x) = \max\bigl(|r(-x) - 1|,\ |r(x)|\bigr).$$

```lean
/-- The larger of the two occupation errors for a level at `-x`, which should have occupation
one, and a level at `x`, which should have occupation zero; neither energy may be a pole. -/
def occError (c : ℂ) (w z : ι → ℂ) (x : ℝ) : ℝ :=
  max ‖poleSum c w z (-x) - 1‖ ‖poleSum c w z x‖
```

Here `‖·‖` is the complex modulus, so an imaginary part in the computed occupation counts as error too. The definition is scalar: it concerns the filter's values at two possible eigenvalues, and no matrix appears.

## Far from the poles only the constant remains

Suppose that $|z_l| \le R$ for all $l$ and that $|x| > R$. The reverse triangle inequality gives $|x - z_l| \ge |x| - |z_l| \ge |x| - R > 0$, and therefore

$$|r(x) - c| \le \sum_l \frac{|w_l|}{|x - z_l|} \le \frac{\sum_l |w_l|}{|x| - R}.$$

```lean
/-- At an energy farther from the origin than a radius `R` enclosing all poles, the expansion
differs from its constant term by at most `∑ |w_l| / (|x| - R)`. -/
theorem norm_poleSum_sub_const_le (c : ℂ) (w z : ι → ℂ) {R x : ℝ}
    (hz : ∀ l, ‖z l‖ ≤ R) (hx : R < |x|) :
    ‖poleSum c w z x - c‖ ≤ (∑ l, ‖w l‖) / (|x| - R) := by
  have hpos : 0 < |x| - R := sub_pos.mpr hx
  unfold poleSum
  rw [add_sub_cancel_left, Finset.sum_div]
  refine (norm_sum_le _ _).trans (Finset.sum_le_sum fun l _ => ?_)
  rw [norm_div]
  -- the distance from the energy to each pole is at least |x| - R
  have h := norm_sub_norm_le (x : ℂ) (z l)
  rw [Complex.norm_real, Real.norm_eq_abs] at h
  exact div_le_div_of_nonneg_left (norm_nonneg _) hpos (by linarith [hz l])
```

The triangle inequality for the sum is `norm_sum_le`, and `Finset.sum_le_sum` reduces the claim to one pole at a time. The distance to that pole is bounded below by `norm_sub_norm_le`, and `div_le_div_of_nonneg_left` turns the smaller denominator into the larger fraction.

## One constant cannot serve both levels

If the filter is nearly constant at both energies, the same number $c$ has to stand for a filled and an empty level. But

$$1 = |c - (c - 1)| \le |c| + |c - 1| \le 2\max(|c - 1|, |c|),$$

so one of the two errors is at least $1/2$.

```lean
/-- A single constant used as the occupation of both a filled and an empty level is wrong by
at least one half for one of them. -/
theorem half_le_const_error (c : ℂ) : 1 / 2 ≤ max ‖c - 1‖ ‖c‖ := by
  have h := norm_sub_le c (c - 1)
  rw [sub_sub_cancel, norm_one] at h
  linarith [le_max_left ‖c - 1‖ ‖c‖, le_max_right ‖c - 1‖ ‖c‖]
```

The first inequality is `norm_sub_le`, and `linarith` combines it with the two bounds by the maximum.

Equality singles out one constant. Write $c = a + ib$ and suppose that the maximum is $1/2$. Then $a^2 + b^2 \le 1/4$ and $(a-1)^2 + b^2 \le 1/4$. Adding these and halving gives

$$\left(a - \tfrac12\right)^2 + b^2 \le 0,$$

hence $a = 1/2$ and $b = 0$. Conversely, $c = 1/2$ lies at distance $1/2$ from both $0$ and $1$.

```lean
/-- The larger error of a constant occupation equals one half exactly when the constant
is `1/2`. -/
theorem const_error_eq_half_iff (c : ℂ) : max ‖c - 1‖ ‖c‖ = 1 / 2 ↔ c = 1 / 2 := by
  constructor
  · intro h
    have h1 : ‖c - 1‖ ≤ 1 / 2 := h ▸ le_max_left _ _
    have h2 : ‖c‖ ≤ 1 / 2 := h ▸ le_max_right _ _
    have s1 : ‖c - 1‖ ^ 2 ≤ 1 / 4 := by nlinarith [norm_nonneg (c - 1)]
    have s2 : ‖c‖ ^ 2 ≤ 1 / 4 := by nlinarith [norm_nonneg c]
    rw [Complex.sq_norm, Complex.normSq_apply] at s1 s2
    simp only [Complex.sub_re, Complex.sub_im, Complex.one_re, Complex.one_im] at s1
    -- the two discs of radius 1/2 about 0 and 1 touch in one point
    have hre : (c.re - 1 / 2) ^ 2 = 0 := by
      apply le_antisymm _ (sq_nonneg _)
      nlinarith [sq_nonneg c.im]
    have him : c.im ^ 2 = 0 := by
      apply le_antisymm _ (sq_nonneg _)
      nlinarith [sq_nonneg (c.re - 1 / 2)]
    have hre' : c.re = 1 / 2 := by linarith [pow_eq_zero_iff (two_ne_zero) |>.mp hre]
    have him' : c.im = 0 := pow_eq_zero_iff (two_ne_zero) |>.mp him
    apply Complex.ext
    · rw [hre']; norm_num
    · rw [him']; norm_num
  · rintro rfl
    have h : (1 / 2 : ℂ) - 1 = -(1 / 2) := by norm_num
    rw [h, norm_neg, max_self]
    norm_num
```

The squared moduli are `s1` and `s2`. The two `nlinarith` calls after them extract $(a - 1/2)^2 = 0$ and $b^2 = 0$ separately, and `Complex.ext` reassembles the number from its real and imaginary parts.

## The error bound

Put $S = \sum_l |w_l|$ and $\delta = S/(|x| - R)$, again with all poles within $R$ and $|x| > R$. The estimate on $r - c$ holds at $x$ and at $-x$, so

$$|c - 1| \le |r(-x) - 1| + |r(-x) - c| \le E(x) + \delta,$$

$$|c| \le |r(x)| + |r(x) - c| \le E(x) + \delta.$$

The larger left-hand side is at least $1/2$, which leaves $E(x) \ge 1/2 - \delta$.

```lean
/-- If all poles lie within radius `R` and `|x| > R`, the occupation error at `±x` is at least
`1/2 - ∑ |w_l| / (|x| - R)`. -/
theorem occError_lower_bound (c : ℂ) (w z : ι → ℂ) {R x : ℝ}
    (hz : ∀ l, ‖z l‖ ≤ R) (hx : R < |x|) :
    1 / 2 - (∑ l, ‖w l‖) / (|x| - R) ≤ occError c w z x := by
  have hp := norm_poleSum_sub_const_le c w z hz hx
  have hm := norm_poleSum_sub_const_le c w z (x := -x) hz (by rwa [abs_neg])
  rw [abs_neg] at hm
  have t1 := norm_sub_le (poleSum c w z (-x) - 1) (poleSum c w z (-x) - c)
  rw [show poleSum c w z (-x) - 1 - (poleSum c w z (-x) - c) = c - 1 by ring] at t1
  have t2 := norm_sub_le (poleSum c w z x) (poleSum c w z x - c)
  rw [sub_sub_cancel] at t2
  have e1 : ‖poleSum c w z (-x) - 1‖ ≤ occError c w z x := le_max_left _ _
  have e2 : ‖poleSum c w z x‖ ≤ occError c w z x := le_max_right _ _
  have key : max ‖c - 1‖ ‖c‖ ≤ occError c w z x + (∑ l, ‖w l‖) / (|x| - R) :=
    max_le (by linarith) (by linarith)
  linarith [half_le_const_error c]
```

The estimates at the two energies are `hp` and `hm`, the two triangle inequalities are `t1` and `t2`, and `key` bounds the larger constant error by $E(x) + \delta$.

For the statement about wide spectra, take $R_0 = \sum_l |z_l|$, which is at least as large as each $|z_l|$, and for given $\varepsilon > 0$ set

$$W = R_0 + \frac{S}{\varepsilon}.$$

If $x > W$, then $x - R_0 > S/\varepsilon$. Hence $S/(x - R_0) \le \varepsilon$, and $E(x) \ge 1/2 - \varepsilon$.

```lean
/-- For any fixed finite set of complex poles and weights and any `ε > 0`, the occupation error
at `±x` is at least `1/2 - ε` for all sufficiently large `x`. -/
theorem fixed_poles_fail_for_wide_spectra (c : ℂ) (w z : ι → ℂ) {ε : ℝ} (hε : 0 < ε) :
    ∃ W : ℝ, ∀ x > W, 1 / 2 - ε ≤ occError c w z x := by
  have hS : 0 ≤ ∑ l, ‖w l‖ := Finset.sum_nonneg fun l _ => norm_nonneg _
  have hR : 0 ≤ ∑ l, ‖z l‖ := Finset.sum_nonneg fun l _ => norm_nonneg _
  have hz : ∀ l, ‖z l‖ ≤ ∑ k, ‖z k‖ := fun l =>
    Finset.single_le_sum (f := fun k => ‖z k‖) (fun k _ => norm_nonneg _) (Finset.mem_univ l)
  refine ⟨(∑ l, ‖z l‖) + (∑ l, ‖w l‖) / ε, fun x hx => ?_⟩
  have hq : 0 ≤ (∑ l, ‖w l‖) / ε := div_nonneg hS hε.le
  have hxR : ∑ l, ‖z l‖ < x := by linarith
  have habs : |x| = x := abs_of_pos (by linarith)
  have hb := occError_lower_bound c w z hz (x := x) (by rwa [habs])
  rw [habs] at hb
  -- beyond W the pole terms contribute at most ε
  have hsmall : (∑ l, ‖w l‖) / (x - ∑ l, ‖z l‖) ≤ ε := by
    rw [div_le_iff₀ (by linarith)]
    have h : (∑ l, ‖w l‖) / ε < x - ∑ l, ‖z l‖ := by linarith
    rw [div_lt_iff₀ hε] at h
    linarith
  linarith
```

Read in words, `fixed_poles_fail_for_wide_spectra` says: given any constant, any finite family of weights and poles, and any positive $\varepsilon$, there is an energy $W$ such that at every $x > W$ at least one of the two levels has its occupation wrong by $1/2 - \varepsilon$ or more. The arguments `c`, `w` and `z` come before `∃ W`, so $W$ may depend on them. The proof supplies the $W$ above; `hsmall` is the step in which the pole terms shrink to at most $\varepsilon$.

## How far a given expansion can reach

The bound can be turned round. Suppose that the poles lie within $R$ and that the error at $\pm x$ is at most some $\varepsilon < 1/2$. If $|x| > R$, then $1/2 - \varepsilon \le S/(|x| - R)$, which rearranges to

$$|x| \le R + \frac{S}{1/2 - \varepsilon}.$$

If $|x| \le R$, the same inequality holds because the last term is nonnegative.

```lean
/-- If poles within radius `R` give an occupation error of at most `ε < 1/2` at `±x`, then
`|x|` is at most `R + ∑ |w_l| / (1/2 - ε)`. -/
theorem spectral_width_le (c : ℂ) (w z : ι → ℂ) {R x ε : ℝ}
    (hz : ∀ l, ‖z l‖ ≤ R) (hε : ε < 1 / 2) (h : occError c w z x ≤ ε) :
    |x| ≤ R + (∑ l, ‖w l‖) / (1 / 2 - ε) := by
  by_contra hcon
  have hlt := not_le.mp hcon
  have hd : 0 < 1 / 2 - ε := by linarith
  have hq : 0 ≤ (∑ l, ‖w l‖) / (1 / 2 - ε) :=
    div_nonneg (Finset.sum_nonneg fun l _ => norm_nonneg _) hd.le
  have hx : R < |x| := by linarith
  have h1 : 1 / 2 - ε ≤ (∑ l, ‖w l‖) / (|x| - R) := by
    linarith [occError_lower_bound c w z hz hx]
  rw [le_div_iff₀ (sub_pos.mpr hx)] at h1
  have h2 : (∑ l, ‖w l‖) / (1 / 2 - ε) < |x| - R := by linarith
  rw [div_lt_iff₀ hd] at h2
  linarith
```

Lean argues by contradiction: it assumes that $|x|$ exceeds the right-hand side, applies `occError_lower_bound`, and clears the denominators. Lean gives a pole term the value zero at its own pole, which is harmless here, since such an energy already lies within $R$. The condition is necessary for accuracy and not sufficient: at a given tolerance, a reach beyond this bound calls for poles farther out or a larger total weight, but a filter may also fall well short of the bound.

## A two-pole filter whose error stays below one half

Take poles $\pm i$, both weights $-1/2$, and $c = 1/2$. For real $y$,

$$r(y) = \frac12 - \frac12\left(\frac{1}{y - i} + \frac{1}{y + i}\right) = \frac12 - \frac{y}{y^2 + 1}.$$

Therefore $r(-x) - 1 = -r(x)$, and the two levels have errors of equal size. Since $x^2 + 1 - 2x = (x - 1)^2 \ge 0$, the value $r(x)$ is nonnegative, and

$$E(x) = \frac12 - \frac{x}{x^2 + 1}.$$

```lean
/-- The filter with poles `±i`, both weights `-1/2` and constant `1/2` has occupation error
`1/2 - x/(x² + 1)` at `±x`. -/
theorem two_pole_error (x : ℝ) :
    occError (1 / 2) ![-1 / 2, -1 / 2] ![Complex.I, -Complex.I] x
      = 1 / 2 - x / (x ^ 2 + 1) := by
  have hr : ∀ y : ℝ, poleSum (1 / 2) ![-1 / 2, -1 / 2] ![Complex.I, -Complex.I] y
      = ((1 / 2 - y / (y ^ 2 + 1) : ℝ) : ℂ) := by
    intro y
    have n1 : (y : ℂ) - Complex.I ≠ 0 := fun h => by
      have := congrArg Complex.im h
      simp at this
    have n2 : (y : ℂ) - -Complex.I ≠ 0 := fun h => by
      have := congrArg Complex.im h
      simp at this
    have n3 : (y : ℂ) ^ 2 + 1 ≠ 0 := by
      have h : y ^ 2 + 1 ≠ 0 := by positivity
      exact_mod_cast h
    have a1 : (-1 / 2 : ℂ) / (y - Complex.I)
        = (-1 / 2 * (y + Complex.I)) / ((y : ℂ) ^ 2 + 1) := by
      rw [div_eq_div_iff n1 n3]
      linear_combination (-1 / 2 : ℂ) * Complex.I_sq
    have a2 : (-1 / 2 : ℂ) / (y - -Complex.I)
        = (-1 / 2 * (y - Complex.I)) / ((y : ℂ) ^ 2 + 1) := by
      rw [div_eq_div_iff n2 n3]
      linear_combination (-1 / 2 : ℂ) * Complex.I_sq
    unfold poleSum
    rw [Fin.sum_univ_two]
    change (1 / 2 : ℂ) + ((-1 / 2 : ℂ) / (y - Complex.I) + (-1 / 2 : ℂ) / (y - -Complex.I)) = _
    rw [a1, a2]
    push_cast
    ring
  have hnn : 0 ≤ 1 / 2 - x / (x ^ 2 + 1) := by
    rw [sub_nonneg, div_le_iff₀ (by positivity)]
    nlinarith [sq_nonneg (x - 1)]
  -- the errors of the filled and the empty level are equal and opposite
  have hm : ((1 / 2 - -x / ((-x) ^ 2 + 1) : ℝ) : ℂ) - 1
      = -((1 / 2 - x / (x ^ 2 + 1) : ℝ) : ℂ) := by
    rw [neg_sq]
    push_cast
    ring
  unfold occError
  rw [hr, hr, hm, norm_neg, max_self, Complex.norm_real, Real.norm_eq_abs, abs_of_nonneg hnn]
```

The lists `![...]` give the two weights and the two poles. The closed form of $r$ is `hr`; inside it, `a1` and `a2` bring each fraction to the denominator $y^2 + 1$ by means of $i^2 = -1$. The antisymmetry of the errors is `hm`, and the sign is `hnn`.

At $x = 1$ the formula gives $E(1) = 1/2 - 1/2 = 0$, so both occupations are exact. For every $x > 0$ the subtracted fraction is positive, so $E(x) < 1/2$.

```lean
/-- The same two-pole filter is exact at `x = 1`, and its occupation error is below one half
for every `x > 0`. -/
theorem two_pole_sharpness :
    occError (1 / 2) ![-1 / 2, -1 / 2] ![Complex.I, -Complex.I] 1 = 0 ∧
    ∀ x : ℝ, 0 < x →
      occError (1 / 2) ![-1 / 2, -1 / 2] ![Complex.I, -Complex.I] x < 1 / 2 := by
  refine ⟨by rw [two_pole_error]; norm_num, fun x hx => ?_⟩
  rw [two_pole_error]
  have h : 0 < x / (x ^ 2 + 1) := by positivity
  linarith
```

A lower bound of exactly $1/2$ would therefore be false for this filter at every positive $x$, however large, and the $\varepsilon$ in the main theorem is needed. The example also shows why the weights must be held fixed along with the poles: with both weights changed to $-(x^2 + 1)/(4x)$, the same two poles give exact occupations at that particular $\pm x$.

## The error in the limit of a wide spectrum

As $x \to \infty$, the bound $S/(|x| - R_0)$ tends to zero, so $r(x) \to c$ and $r(-x) \to c$. The modulus and the maximum are continuous, and hence

$$E(x) \to \max(|c - 1|, |c|).$$

```lean
/-- As `x` grows, the occupation error at `±x` of a fixed pole expansion tends to the error
`max(|c - 1|, |c|)` of its constant term. -/
theorem tendsto_occError (c : ℂ) (w z : ι → ℂ) :
    Tendsto (occError c w z) atTop (𝓝 (max ‖c - 1‖ ‖c‖)) := by
  have hz : ∀ l, ‖z l‖ ≤ ∑ k, ‖z k‖ := fun l =>
    Finset.single_le_sum (f := fun k => ‖z k‖) (fun k _ => norm_nonneg _) (Finset.mem_univ l)
  have hlim : Tendsto (fun x : ℝ => (∑ l, ‖w l‖) / (|x| - ∑ l, ‖z l‖)) atTop (𝓝 0) := by
    apply Tendsto.const_div_atTop
    simpa only [sub_eq_add_neg] using
      tendsto_atTop_add_const_right atTop (-∑ l, ‖z l‖) tendsto_abs_atTop_atTop
  have hfar : ∀ᶠ x : ℝ in atTop, ∑ l, ‖z l‖ < |x| :=
    tendsto_abs_atTop_atTop.eventually (eventually_gt_atTop _)
  -- both ends of the spectrum see only the constant term
  have hp : Tendsto (fun x : ℝ => poleSum c w z x) atTop (𝓝 c) := by
    rw [tendsto_iff_norm_sub_tendsto_zero]
    exact squeeze_zero' (Eventually.of_forall fun x => norm_nonneg _)
      (hfar.mono fun x hx => norm_poleSum_sub_const_le c w z hz hx) hlim
  have hm : Tendsto (fun x : ℝ => poleSum c w z (-x)) atTop (𝓝 c) := by
    rw [tendsto_iff_norm_sub_tendsto_zero]
    refine squeeze_zero' (Eventually.of_forall fun x => norm_nonneg _)
      (hfar.mono fun x hx => ?_) hlim
    have h := norm_poleSum_sub_const_le c w z (x := -x) hz (by rwa [abs_neg])
    rwa [abs_neg] at h
  exact (hm.sub_const 1).norm.max hp.norm

end

end FixedPoleExpansion
```

The vanishing bound is `hlim`, and `hfar` says that $|x|$ eventually exceeds $R_0$. The limits `hp` and `hm` follow by squeezing, and the last line passes them through the modulus and the maximum. Together with `const_error_eq_half_iff`, this shows that $c = 1/2$ is the only constant whose limiting error is as small as $1/2$. With $c = 0$, for instance, the limiting error is $1$, because the far filled level is left empty.

```lean
#print axioms FixedPoleExpansion.fixed_poles_fail_for_wide_spectra
#print axioms FixedPoleExpansion.spectral_width_le
#print axioms FixedPoleExpansion.two_pole_sharpness
#print axioms FixedPoleExpansion.tendsto_occError
```

```
'FixedPoleExpansion.fixed_poles_fail_for_wide_spectra' depends on axioms: [propext, Classical.choice, Quot.sound]
'FixedPoleExpansion.spectral_width_le' depends on axioms: [propext, Classical.choice, Quot.sound]
'FixedPoleExpansion.two_pole_sharpness' depends on axioms: [propext, Classical.choice, Quot.sound]
'FixedPoleExpansion.tendsto_occError' depends on axioms: [propext, Classical.choice, Quot.sound]
```
